# A Marshall-signed ground state for finite spin-½ Heisenberg models with nonnegative couplings between two sublattices

Let the sites of a finite spin-½ system be divided into $A$ and its complement $B$, and let

$$H=\sum_{x\in A}\sum_{y\in B}J_{xy}\,\mathbf S_x\cdot\mathbf S_y,\qquad J_{xy}\ge 0,\quad \hbar=1.$$

For a spin configuration $c$, put $s(c)=(-1)^{n_A(c)}$, where $n_A(c)$ is the number of up spins on $A$. For every real state $\varphi$, the state $s|\varphi|$ with amplitudes $s(c)|\varphi(c)|$ has the same norm as $\varphi$ and no higher energy. Consequently $H$ has a normalized ground state $\psi$ with $s(c)\psi(c)\ge 0$ for all $c$.

The coupling $J_{xy}$ is the exchange energy of two localized spins: an isolated bond has its triplet at $J_{xy}/4$ and its singlet at $-3J_{xy}/4$. The condition $J_{xy}\ge0$ therefore says that no bond is ferromagnetic.

## Exchanging spins and comparing energies

Write $c^{xy}$ for $c$ with the spins at $x$ and $y$ exchanged. For $x\neq y$,

$$\mathbf S_x\cdot\mathbf S_y=\tfrac12(S_x^+S_y^-+S_x^-S_y^+)+S_x^zS_y^z .$$

If the two spins in $c$ are opposite, exactly one ladder term contributes, giving $\tfrac12\varphi(c^{xy})$, and the $z$ term gives $-\tfrac14\varphi(c)$. If they are equal, the ladder terms vanish and the $z$ term gives $\tfrac14\varphi(c)=\tfrac12\varphi(c^{xy})-\tfrac14\varphi(c)$, because $c^{xy}=c$. In both cases

$$(\mathbf S_x\cdot\mathbf S_y\,\varphi)(c)=\tfrac12\varphi(c^{xy})-\tfrac14\varphi(c).$$

With $\varphi\cdot\eta=\sum_c\varphi(c)\eta(c)$, the energy is

$$\varphi\cdot H\varphi=\sum_{x\in A,\,y\in B}J_{xy}\Big[\tfrac12\sum_c\varphi(c)\varphi(c^{xy})-\tfrac14\,\varphi\cdot\varphi\Big].$$

Since $s^2=1$, replacing $\varphi$ by $s|\varphi|$ preserves $\varphi\cdot\varphi$. Only the exchange products can change. For equal spins the product is $\varphi(c)^2$ before and after. For opposite spins, the exchange changes $n_A$ by one, so $s(c^{xy})=-s(c)$ and the new product is

$$s(c)s(c^{xy})|\varphi(c)||\varphi(c^{xy})|=-|\varphi(c)\varphi(c^{xy})|\le\varphi(c)\varphi(c^{xy}).$$

Summing over $c$, multiplying by $J_{xy}\ge0$ and summing over bonds proves the energy inequality.

On a single bond with $J>0$, the triplet state $(|{\uparrow\downarrow}\rangle+|{\downarrow\uparrow}\rangle)/\sqrt2$ becomes the singlet $(|{\downarrow\uparrow}\rangle-|{\uparrow\downarrow}\rangle)/\sqrt2$, and the energy falls from $J/4$ to $-3J/4$.

## From a minimizer to an eigenvector

The normalized real states form a nonempty compact sphere, and the energy is continuous on it, so a minimizer $\psi$ exists. Let $E=\psi\cdot H\psi$. Rescaling a nonzero state to unit norm gives $E\,\varphi\cdot\varphi\le\varphi\cdot H\varphi$ for every $\varphi$; the zero state satisfies it trivially.

Substituting $c\to c^{xy}$ in the exchange sum shows that $H$ is symmetric. Put $\eta=H\psi-E\psi$ and apply the bound to $\psi-u\eta$:

$$0\le-2u\,\eta\cdot\eta+u^2q,\qquad q=\eta\cdot H\eta-E\,\eta\cdot\eta\ge0.$$

Choose $u=\eta\cdot\eta/(q+1)$. The right side becomes $-u^2(q+2)$, so $u=0$, hence $\eta=0$ and $H\psi=E\psi$. If $\varphi$ is a minimizer, then $s|\varphi|$ is normalized and has no higher energy. It is therefore also a minimizer, and an eigenvector with the required signs.

## Configurations, operators and ground states in Lean

The finite type `V` is the set of sites.

```lean
import Mathlib

open Matrix

namespace MarshallGroundState

noncomputable section

variable {V : Type*} [Fintype V] [DecidableEq V]
```

A configuration assigns a Boolean to each site, and a state is a real function on configurations.

```lean
/-- A spin configuration: `true` is spin up, `false` is spin down. -/
abbrev Config (V : Type*) := V → Bool
```

The operators act on amplitudes. The value of $S_x^+\varphi$ at $c$ is nonzero only if $x$ is up in $c$, and it is then read from the configuration with $x$ down.

```lean
/-- The raising operator `S⁺` at site `x`, acting on amplitudes. -/
def raise (x : V) (φ : Config V → ℝ) : Config V → ℝ :=
  fun c => if c x then φ (Function.update c x false) else 0

/-- The lowering operator `S⁻` at site `x`, acting on amplitudes. -/
def lower (x : V) (φ : Config V → ℝ) : Config V → ℝ :=
  fun c => if c x then 0 else φ (Function.update c x true)

/-- The operator `S^z` at site `x`, with values `1/2` and `-1/2`. -/
def spinZ (x : V) (φ : Config V → ℝ) : Config V → ℝ :=
  fun c => (if c x then 1 / 2 else -1 / 2) * φ c

/-- The scalar product `S_x · S_y` of two spins, written with ladder operators. -/
def spinDot (x y : V) (φ : Config V → ℝ) : Config V → ℝ :=
  fun c => (raise x (lower y φ) c + lower x (raise y φ) c) / 2 + spinZ x (spinZ y φ) c
```

In the Hamiltonian, `Aᶜ` is the sublattice $B$. Each bond is counted once, from its end in `A`; other values of `J` are never used, so there are no couplings within a sublattice.

```lean
/-- The Heisenberg Hamiltonian with couplings `J x y` between `x` in `A` and `y` outside `A`. -/
def heisenberg (J : V → V → ℝ) (A : Finset V) (φ : Config V → ℝ) : Config V → ℝ :=
  fun c => ∑ x ∈ A, ∑ y ∈ Aᶜ, J x y * spinDot x y φ c
```

The next two definitions are $s(c)$ and $s|\varphi|$.

```lean
/-- The Marshall sign: minus one to the number of up spins on `A`. -/
def marshallSign (A : Finset V) (c : Config V) : ℝ :=
  (-1) ^ (A.filter (fun x => c x = true)).card

/-- The state whose amplitudes are the moduli of those of `φ` times the Marshall sign. -/
def marshallState (A : Finset V) (φ : Config V → ℝ) : Config V → ℝ :=
  fun c => marshallSign A c * |φ c|
```

The symbol `⬝ᵥ` is the real dot product. Minimality refers to all normalized real states, with no restriction to a fixed total $S^z$. Complex amplitudes would not lower the minimum, since the real and imaginary parts contribute separately to the energy of a real symmetric $H$.

```lean
/-- A normalized real state whose energy is minimal among normalized real states. -/
def IsGroundState (J : V → V → ℝ) (A : Finset V) (ψ : Config V → ℝ) : Prop :=
  ψ ⬝ᵥ ψ = 1 ∧ ∀ φ : Config V → ℝ, φ ⬝ᵥ φ = 1 →
    ψ ⬝ᵥ heisenberg J A ψ ≤ φ ⬝ᵥ heisenberg J A φ
```

## The exchange inequality on one bond

The composition `c ∘ Equiv.swap x y` is $c^{xy}$. The proof writes it as two single-site updates and then checks the four possible pairs of spins.

```lean
omit [Fintype V] in
/-- For two distinct sites, `S_x · S_y` is half the exchange of the two spins minus one quarter. -/
theorem spinDot_eq_exchange {x y : V} (h : x ≠ y) (φ : Config V → ℝ) (c : Config V) :
    spinDot x y φ c = 1 / 2 * φ (c ∘ Equiv.swap x y) - 1 / 4 * φ c := by
  have hswap : c ∘ Equiv.swap x y = Function.update (Function.update c x (c y)) y (c x) := by
    funext z
    by_cases hy : z = y
    · subst hy; simp
    · by_cases hx : z = x
      · subst hx; simp [hy]
      · simp [hx, hy, Equiv.swap_apply_of_ne_of_ne hx hy]
  have ex : Function.update c x (c x) = c := Function.update_eq_self x c
  have ey : Function.update c y (c y) = c := Function.update_eq_self y c
  rw [hswap]
  cases hx : c x <;> cases hy : c y <;> rw [hx] at ex <;> rw [hy] at ey <;>
    simp [spinDot, raise, lower, spinZ, hx, hy, h.symm, ex, ey] <;> ring
```

For the sign rule, $s$ is written as a product over $A$ with the factor at $x$ separated. The remaining factors do not change because $y$ lies outside $A$.

```lean
omit [Fintype V] in
/-- Exchanging two opposite spins between the sublattices reverses the Marshall sign. -/
theorem marshallSign_exchange {A : Finset V} {x y : V} (hx : x ∈ A) (hy : y ∉ A)
    {c : Config V} (h : c x ≠ c y) :
    marshallSign A (c ∘ Equiv.swap x y) = -marshallSign A c := by
  have hp : ∀ d : Config V, marshallSign A d =
      (if d x then (-1 : ℝ) else 1) * ∏ z ∈ A.erase x, (if d z then (-1 : ℝ) else 1) := by
    intro d
    rw [Finset.mul_prod_erase A (fun z => if d z then (-1 : ℝ) else 1) hx]
    simp [marshallSign, Finset.prod_ite]
  -- the other sites of `A` are untouched by the exchange
  have hr : ∏ z ∈ A.erase x, (if (c ∘ Equiv.swap x y) z then (-1 : ℝ) else 1) =
      ∏ z ∈ A.erase x, (if c z then (-1 : ℝ) else 1) := by
    refine Finset.prod_congr rfl fun z hz => ?_
    have hzy : z ≠ y := fun e => hy (e ▸ Finset.mem_of_mem_erase hz)
    rw [Function.comp_apply, Equiv.swap_apply_of_ne_of_ne (Finset.ne_of_mem_erase hz) hzy]
  rw [hp, hp c, hr, Function.comp_apply, Equiv.swap_apply_left]
  revert h
  cases c x <;> cases c y <;> simp
```

The identity $s^2=1$ serves both the norm and the energy comparison.

```lean
omit [Fintype V] [DecidableEq V] in
lemma sign_sq (A : Finset V) (c : Config V) : marshallSign A c * marshallSign A c = 1 := by
  rw [marshallSign, ← mul_pow]; simp
```

The bond inequality splits into equal and opposite spins, as in the derivation. The opposite case uses `neg_abs_le`, which is $-|a|\le a$.

```lean
omit [Fintype V] in
/-- Across a bond, the exchange term of the Marshall-signed state is at most that of `φ`. -/
theorem exchange_term_le {A : Finset V} {x y : V} (hx : x ∈ A) (hy : y ∉ A)
    (φ : Config V → ℝ) (c : Config V) :
    marshallState A φ c * marshallState A φ (c ∘ Equiv.swap x y) ≤
      φ c * φ (c ∘ Equiv.swap x y) := by
  have hs := sign_sq A c
  by_cases h : c x = c y
  · have hc : c ∘ Equiv.swap x y = c := by
      funext z
      by_cases h1 : z = x
      · rw [h1]; simp [h]
      · by_cases h2 : z = y
        · rw [h2]; simp [h]
        · simp [Equiv.swap_apply_of_ne_of_ne h1 h2]
    rw [hc]
    apply le_of_eq
    unfold marshallState
    linear_combination |φ c| * |φ c| * hs + abs_mul_abs_self (φ c)
  · have hb := neg_abs_le (φ c * φ (c ∘ Equiv.swap x y))
    rw [abs_mul] at hb
    unfold marshallState
    rw [marshallSign_exchange hx hy h]
    linear_combination hb - |φ c| * |φ (c ∘ Equiv.swap x y)| * hs
```

## Energy, symmetry and linearity

The first lemma is the bond formula for the energy, stated for two states so that it also yields symmetry.

```lean
lemma pairing_eq (J : V → V → ℝ) (A : Finset V) (φ η : Config V → ℝ) :
    φ ⬝ᵥ heisenberg J A η = ∑ x ∈ A, ∑ y ∈ Aᶜ,
      J x y * (1 / 2 * ∑ c, φ c * η (c ∘ Equiv.swap x y) - 1 / 4 * ∑ c, φ c * η c) := by
  simp only [dotProduct, heisenberg, Finset.mul_sum, ← Finset.sum_sub_distrib]
  refine Finset.sum_comm.trans (Finset.sum_congr rfl fun x hx =>
    Finset.sum_comm.trans (Finset.sum_congr rfl fun y hy => Finset.sum_congr rfl fun c _ => ?_))
  have hxy : x ≠ y := fun e => Finset.mem_compl.mp hy (e ▸ hx)
  rw [spinDot_eq_exchange hxy]
  ring
```

Exchanging twice restores $c$, so the exchange is a permutation of configurations and can be used to reindex the sum.

```lean
/-- The Heisenberg Hamiltonian is symmetric on real states. -/
theorem heisenberg_symm (J : V → V → ℝ) (A : Finset V) (φ η : Config V → ℝ) :
    φ ⬝ᵥ heisenberg J A η = η ⬝ᵥ heisenberg J A φ := by
  rw [pairing_eq, pairing_eq]
  refine Finset.sum_congr rfl fun x _ => Finset.sum_congr rfl fun y _ => ?_
  have hi : Function.Involutive (fun c : Config V => c ∘ Equiv.swap x y) := by
    intro c; funext z; simp
  have h1 : ∑ c, φ c * η (c ∘ Equiv.swap x y) = ∑ c, η c * φ (c ∘ Equiv.swap x y) := by
    refine Fintype.sum_equiv hi.toPerm _ _ fun c => ?_
    have h2 : (c ∘ Equiv.swap x y) ∘ Equiv.swap x y = c := hi c
    change _ = η (c ∘ Equiv.swap x y) * φ ((c ∘ Equiv.swap x y) ∘ Equiv.swap x y)
    rw [h2, mul_comm]
  have h3 : ∑ c, φ c * η c = ∑ c, η c * φ c := Finset.sum_congr rfl fun c _ => mul_comm _ _
  rw [h1, h3]
```

Linearity is needed to expand the energy of $\psi-u\eta$.

```lean
lemma heisenberg_linear (J : V → V → ℝ) (A : Finset V) (a b : ℝ) (φ η : Config V → ℝ) :
    heisenberg J A (a • φ + b • η) = a • heisenberg J A φ + b • heisenberg J A η := by
  have h : ∀ x y c, spinDot x y (a • φ + b • η) c =
      a * spinDot x y φ c + b * spinDot x y η c := by
    intro x y c
    simp only [spinDot, raise, lower, spinZ, Pi.add_apply, Pi.smul_apply, smul_eq_mul]
    split_ifs <;> ring
  funext c
  simp only [heisenberg, Pi.add_apply, Pi.smul_apply, smul_eq_mul, h, Finset.mul_sum,
    ← Finset.sum_add_distrib]
  exact Finset.sum_congr rfl fun x _ => Finset.sum_congr rfl fun y _ => by ring
```

The variational theorem combines the bond formula for the energy with the exchange inequality and $s^2=1$; symmetry and linearity are used later, for the eigenvector equation. Its hypothesis `hJ` is the condition $J_{xy}\ge0$ on bonds between the sublattices, and it enters where the bond inequality is multiplied by the coupling.

```lean
/-- For nonnegative couplings between the sublattices, giving the moduli of the amplitudes
the Marshall sign keeps the norm and does not raise the energy. -/
theorem marshallState_norm_energy {J : V → V → ℝ} {A : Finset V}
    (hJ : ∀ x ∈ A, ∀ y ∉ A, 0 ≤ J x y) (φ : Config V → ℝ) :
    marshallState A φ ⬝ᵥ marshallState A φ = φ ⬝ᵥ φ ∧
      marshallState A φ ⬝ᵥ heisenberg J A (marshallState A φ) ≤ φ ⬝ᵥ heisenberg J A φ := by
  have hn : ∑ c, marshallState A φ c * marshallState A φ c = ∑ c, φ c * φ c := by
    refine Finset.sum_congr rfl fun c _ => ?_
    unfold marshallState
    linear_combination |φ c| * |φ c| * sign_sq A c + abs_mul_abs_self (φ c)
  refine ⟨hn, ?_⟩
  rw [pairing_eq, pairing_eq, hn]
  refine Finset.sum_le_sum fun x hx => Finset.sum_le_sum fun y hy => ?_
  have hy' := Finset.mem_compl.mp hy
  refine mul_le_mul_of_nonneg_left ?_ (hJ x hx y hy')
  have := Finset.sum_le_sum fun c (_ : c ∈ Finset.univ) => exchange_term_le hx hy' φ c
  linarith
```

## Existence and signs of the ground state

The next theorem holds for couplings of either sign. In its proof `bound` is the rescaled variational inequality, `key` is the quadratic inequality in $u$, and the choice of $u$ then forces the residual to vanish.

```lean
/-- A normalized real state of minimal energy is an eigenvector of the Hamiltonian,
with its energy as eigenvalue. -/
theorem IsGroundState.eigenvector {J : V → V → ℝ} {A : Finset V} {ψ : Config V → ℝ}
    (hψ : IsGroundState J A ψ) :
    heisenberg J A ψ = (ψ ⬝ᵥ heisenberg J A ψ) • ψ := by
  obtain ⟨E, hE⟩ : ∃ E, E = ψ ⬝ᵥ heisenberg J A ψ := ⟨_, rfl⟩
  -- the variational bound for states of any norm
  have bound : ∀ φ : Config V → ℝ, E * (φ ⬝ᵥ φ) ≤ φ ⬝ᵥ heisenberg J A φ := by
    intro φ
    have h0 : 0 ≤ φ ⬝ᵥ φ := Finset.sum_nonneg fun i _ => mul_self_nonneg _
    rcases h0.eq_or_lt with h | hn
    · have hz : φ = 0 := dotProduct_self_eq_zero.mp h.symm
      simp [hz]
    · obtain ⟨r, hr⟩ : ∃ r : ℝ, r * r * (φ ⬝ᵥ φ) = 1 :=
        ⟨(√(φ ⬝ᵥ φ))⁻¹, by
          rw [← mul_inv, Real.mul_self_sqrt hn.le, inv_mul_cancel₀ hn.ne']⟩
      have hl : heisenberg J A (r • φ) = r • heisenberg J A φ := by
        simpa using heisenberg_linear J A r 0 φ φ
      have h1 := hψ.2 (r • φ) (by
        simp only [smul_dotProduct, dotProduct_smul, smul_eq_mul]
        linear_combination hr)
      rw [hl, ← hE] at h1
      simp only [smul_dotProduct, dotProduct_smul, smul_eq_mul] at h1
      have h2 := mul_le_mul_of_nonneg_right h1 hn.le
      linear_combination h2 + (φ ⬝ᵥ heisenberg J A φ) * hr
  rw [← hE]
  -- vary the state along its residual
  obtain ⟨η, hη⟩ : ∃ η, η = heisenberg J A ψ - E • ψ := ⟨_, rfl⟩
  have hb : η ⬝ᵥ (heisenberg J A ψ - E • ψ) = η ⬝ᵥ heisenberg J A ψ - E * (η ⬝ᵥ ψ) := by
    rw [dotProduct_sub, dotProduct_smul, smul_eq_mul]
  rw [← hη] at hb
  have key : ∀ u : ℝ, 0 ≤ -2 * u * (η ⬝ᵥ η) +
      u ^ 2 * (η ⬝ᵥ heisenberg J A η - E * (η ⬝ᵥ η)) := by
    intro u
    have hv := bound ((1 : ℝ) • ψ + (-u) • η)
    rw [heisenberg_linear] at hv
    simp only [dotProduct_add, add_dotProduct, smul_dotProduct, dotProduct_smul,
      smul_eq_mul] at hv
    rw [heisenberg_symm J A ψ η, dotProduct_comm ψ η, hψ.1, ← hE] at hv
    linear_combination hv + 2 * u * hb
  have hq := sub_nonneg.mpr (bound η)
  generalize η ⬝ᵥ heisenberg J A η - E * (η ⬝ᵥ η) = q at key hq
  have hq1 : q + 1 ≠ 0 := by positivity
  obtain ⟨u, hu⟩ : ∃ u : ℝ, η ⬝ᵥ η = u * (q + 1) :=
    ⟨(η ⬝ᵥ η) / (q + 1), (div_mul_cancel₀ _ hq1).symm⟩
  have hk := key u
  rw [hu] at hk
  have hu0 : u = 0 := by
    have h1 : 0 ≤ u ^ 2 * q := mul_nonneg (sq_nonneg u) hq
    have h2 : u ^ 2 = 0 := le_antisymm (by linarith) (sq_nonneg u)
    exact pow_eq_zero_iff (two_ne_zero) |>.mp h2
  have hz : η = 0 := dotProduct_self_eq_zero.mp (by rw [hu, hu0, zero_mul])
  exact sub_eq_zero.mp (hη.symm.trans hz)
```

For existence, the unit sphere is a closed subset of the cube $[-1,1]^{\text{configurations}}$, hence compact.

```lean
/-- The Hamiltonian has a normalized real state of minimal energy. -/
theorem exists_groundState (J : V → V → ℝ) (A : Finset V) : ∃ ψ, IsGroundState J A ψ := by
  have hK : IsCompact {φ : Config V → ℝ | φ ⬝ᵥ φ = 1} := by
    refine (isCompact_univ_pi (fun _ : Config V =>
      isCompact_Icc (a := (-1 : ℝ)) (b := 1))).of_isClosed_subset ?_ ?_
    · exact isClosed_eq (by unfold dotProduct; fun_prop) continuous_const
    · intro φ hφ c _
      have h1 : φ ⬝ᵥ φ = 1 := hφ
      have h2 : φ c * φ c ≤ φ ⬝ᵥ φ := Finset.single_le_sum (f := fun c => φ c * φ c)
        (fun i _ => mul_self_nonneg _) (Finset.mem_univ c)
      exact ⟨by nlinarith, by nlinarith⟩
  have hne : {φ : Config V → ℝ | φ ⬝ᵥ φ = 1}.Nonempty :=
    ⟨Pi.single (fun _ => false) 1, by simp⟩
  have hc : Continuous fun φ : Config V → ℝ => φ ⬝ᵥ heisenberg J A φ := by
    simp only [pairing_eq]
    fun_prop
  obtain ⟨ψ, h1, h2⟩ := hK.exists_isMinOn hne hc.continuousOn
  exact ⟨ψ, h1, fun φ hφ => h2 hφ⟩
```

The final theorem applies the Marshall sign to a minimizer. Its conclusion allows zero amplitudes and does not say that the ground state is unique or what its total spin is. The results usually associated with the names of Marshall, Lieb and Mattis address those questions under further assumptions, such as connectedness of the bonds.

```lean
/-- For nonnegative couplings between the sublattices there is a ground state, an eigenvector of
the Hamiltonian, whose every nonzero amplitude has the Marshall sign. -/
theorem exists_marshall_groundState {J : V → V → ℝ} {A : Finset V}
    (hJ : ∀ x ∈ A, ∀ y ∉ A, 0 ≤ J x y) :
    ∃ ψ, IsGroundState J A ψ ∧ heisenberg J A ψ = (ψ ⬝ᵥ heisenberg J A ψ) • ψ ∧
      ∀ c, 0 ≤ marshallSign A c * ψ c := by
  obtain ⟨φ, hφ⟩ := exists_groundState J A
  obtain ⟨hn, he⟩ := marshallState_norm_energy hJ φ
  have hg : IsGroundState J A (marshallState A φ) :=
    ⟨hn.trans hφ.1, fun χ hχ => he.trans (hφ.2 χ hχ)⟩
  refine ⟨marshallState A φ, hg, hg.eigenvector, fun c => ?_⟩
  rw [marshallState, ← mul_assoc, sign_sq, one_mul]
  exact abs_nonneg _

end

end MarshallGroundState
```

```lean
#print axioms MarshallGroundState.exists_marshall_groundState
```

```
'MarshallGroundState.exists_marshall_groundState' depends on axioms: [propext, Classical.choice, Quot.sound]
```

## The sign in exact diagonalization and Monte Carlo

In an exact-diagonalization code a configuration is commonly stored as a bit string. The Marshall sign is then the parity of the number of set bits after masking with the sites of $A$, and an exchange term swaps two bits. Multiplying each basis vector by $s(c)$ turns the off-diagonal contribution $J_{xy}/2$ of a bond into $-J_{xy}/2$. For these finite models without couplings inside a sublattice, this gives quantum Monte Carlo nonpositive off-diagonal elements, and hence nonnegative weights in the usual expansions, once a constant has been subtracted from $H$ where the expansion also needs nonpositive diagonal elements. In a variational calculation of the ground-state energy of these models, the trial state can be written as $s(c)$ times a nonnegative amplitude, so that only the magnitudes have to be optimized.
